# A Taylor series centred on the imaginary axis reaches only real frequencies closer to zero than every pole of a finite real-pole self-energy

Label the poles by $k$ in a finite index set, `ι` in the code.

In Lean 4 with Mathlib:

```lean
import Mathlib

open Filter Topology

namespace GWImaginaryAxisTaylor

noncomputable section

variable {ι : Type*} [Fintype ι]
```

The model self-energy has residues $r_k$ and poles $p_k$:

$$\Sigma(z)=\sum_k \frac{r_k}{z-p_k}.$$

This is the form taken by a matrix element of the correlation part of a $GW$ self-energy when the excitation spectrum is discrete and finite. In the definition both `r` and `p` are complex; parts (f) to (h) use real poles, which means excitations without broadening. Continuous spectra and branch cuts lie outside the model.

```lean
/-- The self-energy as a finite sum of poles `p k` with residues `r k`, for `z` away from
the poles. -/
def selfEnergy (r p : ι → ℂ) (z : ℂ) : ℂ := ∑ k, r k / (z - p k)
```

For a centre $c$ and an evaluation point $z$, write the Taylor partial sum as

$$T_N(z)=\sum_{n=0}^{N-1}\frac{\Sigma^{(n)}(c)}{n!}(z-c)^n .$$

The code takes a general function `f` and uses its true complex derivatives, `iteratedDeriv n f c`. Convergence always means that $T_N(z)$ has a limit as $N\to\infty$, written `Tendsto … atTop (𝓝 L)`, so conditional convergence counts too.

```lean
/-- The first `N` terms of the Taylor series of `f` about the centre `c`, evaluated at `z`. -/
def taylorSum (f : ℂ → ℂ) (c z : ℂ) (N : ℕ) : ℂ :=
  ∑ n ∈ Finset.range N, iteratedDeriv n f c / (n.factorial : ℂ) * (z - c) ^ n
```

For real poles and a nonempty index set, the gap is $\Delta=\min_k|p_k|$. It is the distance from zero frequency to the nearest self-energy pole, which is not the quasiparticle band gap.

```lean
/-- The smallest distance of the real poles from zero frequency. -/
def gap [Nonempty ι] (p : ι → ℝ) : ℝ :=
  Finset.univ.inf' Finset.univ_nonempty (fun k => |p k|)
```

## (a) Derivatives away from the poles

**Task.** For $c$ different from every $p_k$ and every $n\ge 0$, show that

$$\Sigma^{(n)}(c)=\sum_k \frac{r_k(-1)^n n!}{(c-p_k)^{n+1}} .$$

**Solution.** For $n=0$ this is the definition. Suppose that it holds for $n$ at every point that is not a pole. There are finitely many poles, so $c$ has a neighbourhood without any, and the formula may be differentiated there. Since

$$\frac{d}{dc}(c-p_k)^{-(n+1)}=-(n+1)(c-p_k)^{-(n+2)},$$

the prefactor becomes $(-1)^{n+1}(n+1)!$, as required.

In the code, `hev` is the statement on the neighbourhood, and the quotient rule `fun_div` supplies the derivative.

```lean
/-- All derivatives of the self-energy at a point that is not a pole. -/
theorem iteratedDeriv_selfEnergy (r p : ι → ℂ) (n : ℕ) : ∀ c : ℂ, (∀ k, c ≠ p k) →
    iteratedDeriv n (selfEnergy r p) c =
      ∑ k, r k * ((-1) ^ n * (n.factorial : ℂ)) / (c - p k) ^ (n + 1) := by
  induction n with
  | zero => intro c _; simp [selfEnergy]
  | succ n ih =>
    intro c hc
    -- the formula for order n holds in a neighbourhood, so it may be differentiated
    have hev : iteratedDeriv n (selfEnergy r p) =ᶠ[𝓝 c] fun z =>
        ∑ k, r k * ((-1) ^ n * (n.factorial : ℂ)) / (z - p k) ^ (n + 1) := by
      have h : ∀ᶠ z in 𝓝 c, ∀ k, z ≠ p k :=
        eventually_all.2 fun k => isOpen_ne.mem_nhds (hc k)
      filter_upwards [h] with z hz using ih z hz
    rw [iteratedDeriv_succ, hev.deriv_eq]
    apply HasDerivAt.deriv
    apply HasDerivAt.fun_sum
    intro k _
    have h0 : c - p k ≠ 0 := sub_ne_zero.2 (hc k)
    have h1 : HasDerivAt (fun z => (z - p k) ^ (n + 1))
        (((n + 1 : ℕ) : ℂ) * (c - p k) ^ n) c := by
      simpa using ((hasDerivAt_id' c).sub_const (p k)).fun_pow (n + 1)
    refine ((hasDerivAt_const c (r k * ((-1) ^ n * (n.factorial : ℂ)))).fun_div h1
      (pow_ne_zero _ h0)).congr_deriv ?_
    rw [Nat.factorial_succ]
    push_cast
    rw [div_eq_div_iff (pow_ne_zero _ (pow_ne_zero _ h0)) (pow_ne_zero _ h0)]
    ring
```

## (b) Taylor terms as geometric terms

**Task.** Let $q_k=(z-c)/(p_k-c)$, with $c$ not a pole. Show that

$$\frac{\Sigma^{(n)}(c)}{n!}(z-c)^n=\sum_k\frac{r_k}{c-p_k}\,q_k^n .$$

**Solution.** Insert (a) and cancel $n!$. Each summand is

$$\frac{r_k(-1)^n(z-c)^n}{(c-p_k)^{n+1}}=\frac{r_k}{c-p_k}\left(\frac{-(z-c)}{c-p_k}\right)^n=\frac{r_k}{c-p_k}\,q_k^n .$$

The sign change in the last step is `hq`.

```lean
/-- About a centre that is not a pole, each Taylor term of the self-energy is a sum of
geometric terms, one for each pole. -/
theorem taylor_term (r p : ι → ℂ) (c z : ℂ) (hc : ∀ k, c ≠ p k) (n : ℕ) :
    iteratedDeriv n (selfEnergy r p) c / (n.factorial : ℂ) * (z - c) ^ n =
      ∑ k, r k / (c - p k) * ((z - c) / (p k - c)) ^ n := by
  rw [iteratedDeriv_selfEnergy r p n c hc, Finset.sum_div, Finset.sum_mul]
  refine Finset.sum_congr rfl fun k _ => ?_
  have h0 : c - p k ≠ 0 := sub_ne_zero.2 (hc k)
  have hn : (n.factorial : ℂ) ≠ 0 := Nat.cast_ne_zero.2 n.factorial_ne_zero
  have hq : (z - c) / (p k - c) = (-1) * (z - c) / (c - p k) := by
    rw [← neg_sub c (p k), div_neg]
    ring
  rw [hq, div_pow, mul_pow]
  field_simp
  ring
```

## (c) Exponentials cannot cancel for ever

**Task.** Let $a_k\neq0$ and let the complex numbers $q_k$ be distinct. Show that

$$\sum_k a_kq_k^n\to0\quad\Longrightarrow\quad |q_k|<1\ \text{ for every }k .$$

**Solution.** Poles equally far from the centre give bases $q_k$ of equal modulus, and their terms may cancel for some $n$, so the argument isolates one base at a time. Put $s_n=\sum_j a_jq_j^n$. For any polynomial $P(X)=\sum_m b_mX^m$,

$$\sum_m b_m s_{n+m}=\sum_j a_jP(q_j)\,q_j^n\to0,$$

because the left side is a finite combination of shifted copies of $s_n$. Choose $P(X)=\prod_{j\ne k}(X-q_j)$, which is $1$ if there is only one base. Only the term $a_kP(q_k)q_k^n$ survives. Its prefactor is nonzero, so $q_k^n\to0$, which is impossible if $|q_k|\ge1$.

In the code, `key` proves the polynomial statement by treating monomials and sums, `hB` is the nonzero prefactor, and `hpow` is $q_k^n\to0$.

```lean
/-- If a finite sum of exponentials `a k * q k ^ n` with nonzero weights and distinct bases
tends to zero, then every base has modulus below one. -/
theorem norm_lt_one_of_tendsto (a q : ι → ℂ) (ha : ∀ k, a k ≠ 0)
    (hq : Function.Injective q)
    (h : Tendsto (fun n : ℕ => ∑ k, a k * q k ^ n) atTop (𝓝 0)) (k : ι) : ‖q k‖ < 1 := by
  classical
  -- any polynomial in the shift n ↦ n + 1 preserves the limit zero
  have key : ∀ P : Polynomial ℂ,
      Tendsto (fun n : ℕ => ∑ j, a j * P.eval (q j) * q j ^ n) atTop (𝓝 0) := by
    intro P
    induction P using Polynomial.induction_on' with
    | add P Q hP hQ =>
      have h2 := hP.add hQ
      rw [add_zero] at h2
      refine h2.congr fun n => ?_
      rw [← Finset.sum_add_distrib]
      refine Finset.sum_congr rfl fun j _ => ?_
      rw [Polynomial.eval_add]
      ring
    | monomial m b =>
      have h2 := ((tendsto_add_atTop_iff_nat m).2 h).const_mul b
      rw [mul_zero] at h2
      refine h2.congr fun n => ?_
      rw [Finset.mul_sum]
      refine Finset.sum_congr rfl fun j _ => ?_
      rw [Polynomial.eval_monomial, pow_add]
      ring
  -- choose the polynomial that removes every base except q k
  let P : Polynomial ℂ := ∏ j ∈ Finset.univ.erase k, (Polynomial.X - Polynomial.C (q j))
  have hP : ∀ x, P.eval x = ∏ j ∈ Finset.univ.erase k, (x - q j) := by
    intro x
    simp [P, Polynomial.eval_prod]
  have hB : a k * P.eval (q k) ≠ 0 := by
    refine mul_ne_zero (ha k) ?_
    rw [hP, Finset.prod_ne_zero_iff]
    intro j hj
    exact sub_ne_zero.2 fun e => (Finset.ne_of_mem_erase hj) (hq e).symm
  have hpow : Tendsto (fun n : ℕ => q k ^ n) atTop (𝓝 0) := by
    have h2 := (key P).const_mul (a k * P.eval (q k))⁻¹
    rw [mul_zero] at h2
    refine h2.congr fun n => ?_
    rw [Finset.sum_eq_single k, inv_mul_cancel_left₀ hB]
    · intro j _ hj
      have hz : P.eval (q j) = 0 := by
        rw [hP]
        exact Finset.prod_eq_zero (Finset.mem_erase.2 ⟨hj, Finset.mem_univ j⟩) (sub_self _)
      rw [hz, mul_zero, zero_mul]
    · intro hk
      exact absurd (Finset.mem_univ k) hk
  by_contra hge
  have h1 := hpow.norm
  rw [norm_zero] at h1
  obtain ⟨n, hn⟩ := (h1.eventually_lt_const one_pos).exists
  rw [norm_pow] at hn
  exact absurd hn (not_lt_of_ge (one_le_pow₀ (not_lt.1 hge)))
```

## (d) Convergence inside the disc

**Task.** Suppose that $|z-c|<|p_k-c|$ for every $k$. Show that

$$T_N(z)\to\Sigma(z).$$

**Solution.** The hypothesis excludes both $c=p_k$ and $z=p_k$, and gives $|q_k|<1$. By (b), the series is a finite sum of geometric series with total $\sum_k \frac{r_k}{c-p_k}\frac{1}{1-q_k}$. Since

$$1-q_k=\frac{p_k-z}{p_k-c}=\frac{z-p_k}{c-p_k},$$

each summand equals $r_k/(z-p_k)$.

Here `hk` sums one geometric series, `hs` adds them over the poles, and `hv` identifies the total.

```lean
/-- The Taylor series about `c` converges to the self-energy at every point `z` that is closer
to `c` than all poles are. -/
theorem taylor_converges (r p : ι → ℂ) (c z : ℂ) (h : ∀ k, ‖z - c‖ < ‖p k - c‖) :
    Tendsto (taylorSum (selfEnergy r p) c z) atTop (𝓝 (selfEnergy r p z)) := by
  have hpc : ∀ k, p k - c ≠ 0 := fun k =>
    norm_pos_iff.1 (lt_of_le_of_lt (norm_nonneg _) (h k))
  have hc : ∀ k, c ≠ p k := fun k e => hpc k (sub_eq_zero.2 e.symm)
  -- sum one geometric series for each pole
  have hk : ∀ k, HasSum (fun n : ℕ => r k / (c - p k) * ((z - c) / (p k - c)) ^ n)
      (r k / (c - p k) * (1 - (z - c) / (p k - c))⁻¹) := by
    intro k
    have hq : ‖(z - c) / (p k - c)‖ < 1 := by
      rw [norm_div, div_lt_one (norm_pos_iff.2 (hpc k))]
      exact h k
    exact (hasSum_geometric_of_norm_lt_one hq).mul_left (r k / (c - p k))
  have hs : HasSum (fun n : ℕ => ∑ k, r k / (c - p k) * ((z - c) / (p k - c)) ^ n)
      (∑ k, r k / (c - p k) * (1 - (z - c) / (p k - c))⁻¹) :=
    hasSum_sum fun k _ => hk k
  have hv : ∑ k, r k / (c - p k) * (1 - (z - c) / (p k - c))⁻¹ = selfEnergy r p z := by
    unfold selfEnergy
    refine Finset.sum_congr rfl fun k _ => ?_
    have h1 : c - p k ≠ 0 := sub_ne_zero.2 (hc k)
    have h2 : z - p k ≠ 0 := by
      intro e
      have h3 := h k
      rw [sub_eq_zero.1 e] at h3
      exact lt_irrefl _ h3
    have h4 : 1 - (z - c) / (p k - c) = (z - p k) / (c - p k) := by
      have h5 : p k - c ≠ 0 := hpc k
      have h6 : (z - c) / (p k - c) * (p k - c) = z - c := by field_simp
      rw [eq_div_iff h1]
      linear_combination h6
    rw [h4, inv_div]
    field_simp
  rw [hv] at hs
  refine hs.tendsto_sum_nat.congr fun N => ?_
  unfold taylorSum
  exact Finset.sum_congr rfl fun n _ => (taylor_term r p c z hc n).symm
```

## (e) No convergence elsewhere

**Task.** Let the $r_k$ be nonzero, the $p_k$ distinct, and $c$ not a pole. Show that if $T_N(z)$ has any limit $L$, then

$$|z-c|<|p_k-c|\quad\text{for every }k .$$

**Solution.** If $z=c$, the left side is zero and the right side is positive. Otherwise, $T_{N+1}(z)-T_N(z)\to L-L=0$, so the sum in (b) tends to zero. Its weights $r_k/(c-p_k)$ are nonzero. Its bases are distinct, because $q_i=q_j$ with $z\ne c$ forces $p_i=p_j$. Part (c) gives $|q_k|<1$, which is the claim.

The two conditions on the model say that every listed pole carries weight and that coinciding poles have been merged into one. They appear as `hr` and as injectivity of `p`. The limit `L` is not assumed to equal $\Sigma(z)$.

```lean
/-- For distinct poles with nonzero residues and a centre `c` that is not a pole, the Taylor
series can converge at `z` only if `z` is closer to `c` than every pole is. -/
theorem norm_lt_of_taylor_converges (r p : ι → ℂ) (c z L : ℂ) (hr : ∀ k, r k ≠ 0)
    (hp : Function.Injective p) (hc : ∀ k, c ≠ p k)
    (h : Tendsto (taylorSum (selfEnergy r p) c z) atTop (𝓝 L)) (k : ι) :
    ‖z - c‖ < ‖p k - c‖ := by
  have hpc : ∀ j, p j - c ≠ 0 := fun j => sub_ne_zero.2 (hc j).symm
  by_cases hz : z - c = 0
  · rw [hz, norm_zero]
    exact norm_pos_iff.2 (hpc k)
  -- the terms of a convergent series tend to zero
  have ht : Tendsto (fun n : ℕ => ∑ j, r j / (c - p j) * ((z - c) / (p j - c)) ^ n)
      atTop (𝓝 0) := by
    have h2 := ((tendsto_add_atTop_iff_nat 1).2 h).sub h
    rw [sub_self] at h2
    refine h2.congr fun n => ?_
    rw [← taylor_term r p c z hc n]
    simp only [taylorSum, Finset.sum_range_succ, add_sub_cancel_left]
  have hq : Function.Injective fun j => (z - c) / (p j - c) := by
    intro i j e
    have e1 : (z - c) / (p i - c) = (z - c) / (p j - c) := e
    rw [div_eq_div_iff (hpc i) (hpc j)] at e1
    have e2 := mul_left_cancel₀ hz e1
    exact hp (by linear_combination -e2)
  have h3 := norm_lt_one_of_tendsto _ _
    (fun j => div_ne_zero (hr j) (sub_ne_zero.2 (hc j))) hq ht k
  rwa [norm_div, div_lt_one (norm_pos_iff.2 (hpc k))] at h3
```

## (f) Distances seen from the imaginary axis

**Task.** For real $x$, $p$ and $y$, show that

$$|x-iy|<|p-iy|\iff |x|<|p| .$$

**Solution.** The squared distances are $x^2+y^2$ and $p^2+y^2$. The common $y^2$ drops out, leaving $x^2<p^2$.

```lean
/-- Seen from a point `iy` of the imaginary axis, a real frequency `x` is closer than a real
frequency `p` exactly when `|x| < |p|`. -/
theorem closer_iff (y x p : ℝ) :
    ‖(x : ℂ) - y * Complex.I‖ < ‖(p : ℂ) - y * Complex.I‖ ↔ |x| < |p| := by
  have h : ∀ t : ℝ, ‖(t : ℂ) - y * Complex.I‖ ^ 2 = t ^ 2 + y ^ 2 := by
    intro t
    rw [Complex.sq_norm, Complex.normSq_apply]
    simp
    ring
  rw [← sq_lt_sq₀ (norm_nonneg _) (norm_nonneg _), h, h, ← sq_lt_sq]
  exact ⟨fun h => by linarith, fun h => by linarith⟩
```

## (g) The reach of an imaginary-axis centre

**Task.** Let the $p_k$ be real, nonzero and distinct, with at least one pole, and let every $r_k\neq0$. For the centre $c=iy$ with any real $y$, and for real $x$, show that

$$|x|<\Delta\Rightarrow T_N(x)\to\Sigma(x),\qquad |x|\ge\Delta\Rightarrow T_N(x)\text{ has no limit}.$$

**Solution.** The condition $|x|<\Delta$ means $|x|<|p_k|$ for every $k$. By (f), this says that $x$ is closer to $iy$ than every pole is, and (d) gives convergence. Conversely, $iy$ is never a pole, because its real part is zero and $p_k\ne0$. If $T_N(x)$ had a limit, (e) and (f) would give $|x|<|p_k|$ for every $k$, hence $|x|<\Delta$.

The condition $p_k\neq0$ for every $k$ (`hp0`) says that zero frequency is not a pole, so $\Delta>0$. The cast `(p k : ℂ)` places the real poles in the complex plane, and `hgap` translates between the minimum and the individual poles.

For $GW$ calculations that continue a self-energy from imaginary to real frequencies, this limits a single Taylor expansion of a finite real-pole model: changing $y$ leaves the accessible real interval unchanged. It says nothing about Padé approximants, other rational fits or noisy data.

```lean
/-- For distinct nonzero real poles with nonzero residues, the Taylor series about any point
`iy` of the imaginary axis converges to the self-energy at real `x` if `|x|` is below the gap,
and diverges if `|x|` equals or exceeds the gap. -/
theorem imaginary_axis_reach [Nonempty ι] (r : ι → ℂ) (p : ι → ℝ) (hr : ∀ k, r k ≠ 0)
    (hp : Function.Injective p) (hp0 : ∀ k, p k ≠ 0) (y x : ℝ) :
    (|x| < gap p → Tendsto (taylorSum (selfEnergy r fun k => (p k : ℂ)) (y * Complex.I) x)
      atTop (𝓝 (selfEnergy r (fun k => (p k : ℂ)) x))) ∧
    (gap p ≤ |x| → ¬ ∃ L, Tendsto
      (taylorSum (selfEnergy r fun k => (p k : ℂ)) (y * Complex.I) x) atTop (𝓝 L)) := by
  have hgap : |x| < gap p ↔ ∀ k, |x| < |p k| := by
    simp [gap, Finset.lt_inf'_iff]
  constructor
  · intro hx
    exact taylor_converges r _ _ _ fun k => (closer_iff y x (p k)).2 (hgap.1 hx k)
  · rintro hx ⟨L, hL⟩
    refine absurd (hgap.2 fun k => (closer_iff y x (p k)).1 ?_) (not_lt_of_ge hx)
    refine norm_lt_of_taylor_converges r (fun k => (p k : ℂ)) _ _ L hr
      (fun i j e => hp (Complex.ofReal_injective e)) (fun j e => hp0 j ?_) hL k
    -- a point of the imaginary axis has real part zero, a pole does not
    have e1 := congrArg Complex.re e
    simpa using e1.symm
```

## (h) A centre directly above or below the target

**Task.** Let the poles be real, let $x$ be a real frequency that is not a pole, and take $c=x+i\eta$ with any real $\eta$. Show that

$$T_N(x)\to\Sigma(x).$$

**Solution.** The distance from $c$ to $x$ is $|\eta|$, while the distance to $p_k$ is $\sqrt{(p_k-x)^2+\eta^2}>|\eta|$. Part (d) applies. The code shifts the origin to $x$ (`e1`, `e2`) and uses (f) with $0$ and $p_k-x$.

The restriction in (g) therefore belongs to centres on the imaginary axis. Using (h) at $x\neq0$ requires derivatives at a point off that axis.

```lean
/-- For real poles, the Taylor series about any point `x + iη` converges to the self-energy at
the real frequency `x`, provided `x` is not a pole. -/
theorem vertical_centre_converges (r : ι → ℂ) (p : ι → ℝ) (x η : ℝ) (hx : ∀ k, x ≠ p k) :
    Tendsto (taylorSum (selfEnergy r fun k => (p k : ℂ)) (x + η * Complex.I) x)
      atTop (𝓝 (selfEnergy r (fun k => (p k : ℂ)) x)) := by
  refine taylor_converges r _ _ _ fun k => ?_
  have h0 : |(0 : ℝ)| < |p k - x| := by
    rw [abs_zero]
    exact abs_pos.2 (sub_ne_zero.2 (hx k).symm)
  have h := (closer_iff η 0 (p k - x)).2 h0
  have e1 : (x : ℂ) - (x + η * Complex.I) = ((0 : ℝ) : ℂ) - η * Complex.I := by
    push_cast
    ring
  have e2 : (p k : ℂ) - (x + η * Complex.I) = ((p k - x : ℝ) : ℂ) - η * Complex.I := by
    push_cast
    ring
  rw [e1, e2]
  exact h

end

end GWImaginaryAxisTaylor
```

```lean
#print axioms GWImaginaryAxisTaylor.imaginary_axis_reach
#print axioms GWImaginaryAxisTaylor.vertical_centre_converges
```

```
'GWImaginaryAxisTaylor.imaginary_axis_reach' depends on axioms: [propext, Classical.choice, Quot.sound]
'GWImaginaryAxisTaylor.vertical_centre_converges' depends on axioms: [propext, Classical.choice, Quot.sound]
```

## One pole at $p=1$, in numbers

Take $r=1$, so $\Sigma(z)=1/(z-1)$ and $\Delta=1$. Summing the geometric terms gives $T_N(x)=\Sigma(x)(1-q^N)$ with $q=(x-c)/(1-c)$.

- **Inside the gap, $x=\tfrac12$.** Here $\Sigma(x)=-2$. For $c=i$, $|q|^2=\tfrac{5/4}{2}=\tfrac58$, and the error after eight terms has modulus $2(5/8)^4\approx0.31$. For $c=3i$, $|q|^2=0.925$ and the error is about $1.46$. Both series converge, the second more slowly.
- **At the gap, $x=-1$.** For $c=i$, $q=-i$, so $T_N=-\tfrac12\left(1-(-i)^N\right)$ cycles through four values, although $\Sigma(-1)=-\tfrac12$ is finite.
- **Beyond the gap, $x=2$.** Here $\Sigma(x)=1$. For $c=i$, $|q|^2=\tfrac52$, and for $c=3i$, $|q|^2=\tfrac{13}{10}$; both series diverge. For $c=2+i$, $q=i/(1+i)$ and $q^8=\tfrac1{16}$, so eight terms already give $\tfrac{15}{16}$.
